# Ideal phase estimation on an eigenstate reads a nearest grid phase with probability at least 4/π²

A quantum computer holds an eigenstate of a unitary U with eigenvalue exp(2πiφ), and the phase φ is wanted. A register with N basis states, labelled j = 0, …, N−1, starts in the uniform superposition with every entry 1/√N, controls the application of U^j and is then measured in the Fourier basis. The outcome is an integer k, read as the phase k/N. For N ≥ 2 a generic φ lies between two such grid phases, and the outcome is random. How likely is the grid phase closest to φ?

## The bound from a sum of centred cosines

After the controlled evolutions the register has entries exp(2πijφ)/√N. The Fourier basis state k has entries exp(2πijk/N)/√N. Their overlap is α(φ − k/N), where

α(d) = (1/N) Σ_{j<N} exp(2πijd),

and the probability of reading k is |α(φ − k/N)|². The claim is that, for N ≥ 1,

|α(d)|² ≥ 4/π² whenever |d| ≤ 1/(2N).

Put h = πd and split each angle as 2jh = (N−1)h + (2j−N+1)h. The first part is a global phase. In the second, the angles for j and N−1−j are opposite, so their sines cancel and only cosines remain:

|α(d)| = |C(h)|/N, with C(h) = Σ_{j<N} cos((2j−N+1)h).

Write x_j = (2j−N+1)h. Since 2 sin h cos x_j = sin(x_j + h) − sin(x_j − h) and x_j + h = x_{j+1} − h, the sum telescopes:

2 sin h · C(h) = sin(Nh) − sin(−Nh) = 2 sin(Nh).

Hence sin h · C(h) = sin(Nh).

Because C is even, it suffices to take h ≥ 0, and the condition on d becomes Nh ≤ π/2. If h = 0, then C = N ≥ 2N/π. If h > 0, both sin h and sin(Nh) are positive, so C is positive. Using sin h ≤ h, and then Jordan's inequality sin x ≥ 2x/π on [0, π/2],

h C(h) ≥ sin h · C(h) = sin(Nh) ≥ (2/π)Nh.

Dividing by hN gives C(h)/N ≥ 2/π, and squaring gives the claim.

To find the right k for a given φ, round φN to an integer z, so that |φN − z| ≤ 1/2, and write z = k + Nm with 0 ≤ k < N. Then

|φ − k/N − m| = |φN − z|/N ≤ 1/(2N).

The integer m changes each exponent in α by a multiple of 2πi, so it has no effect on the probability.

At the midpoint d = 1/(2N) we have Nh = π/2 and sin h · C(h) = 1. Therefore

|α(1/(2N))|² = 1/(N sin h)² = (2/π)² (h/sin h)² → 4/π² as N → ∞.

No larger constant can therefore serve for all N.

## Four grid phases, worked through

Take N = 4 and φ = 3/8, midway between 1/4 and 1/2. For either neighbour |d| = 1/8, and sin²(π/8) = (2−√2)/4, so

|α|² = 1/(16 sin²(π/8)) = (2+√2)/8 ≈ 0.427,

slightly above 4/π² ≈ 0.405. The outcomes k = 0 and k = 3 each have probability (2−√2)/8 ≈ 0.073, and the four probabilities add to 1.

For φ = 0.95 the grid wraps around: φN = 3.8 rounds to z = 4, which gives k = 0 and m = 1. The offset is −0.05, and the probability of reading 0 is (sin 36°/(4 sin 9°))² ≈ 0.88.

## From the readout to an energy

With t readout qubits, N = 2^t. If U = exp(−iHτ) for a Hamiltonian H and a time τ, in units with ħ = 1, an outcome k is converted to the energy −2πk/(Nτ), up to a multiple of 2π/τ. For a nearest outcome, this multiple is settled by knowing beforehand an energy window narrower than (1 − 1/N)·2π/τ, since only one choice then puts the estimate within π/(Nτ) of the window. For a noiseless circuit with exact evolution and an exact eigenstate as input, the bound says that one run gives a molecular energy to within π/(Nτ), modulo 2π/τ, with probability at least 4/π².

The distribution is easy to inspect classically: fill an array with exp(2πijφ), apply an unnormalised discrete Fourier transform with the sign exp(−2πijk/N), divide by N, and take squared moduli. Entry k is the readout probability.

## The register and its readout in Lean

```lean
import Mathlib

open Filter Topology Matrix
open scoped Real

namespace PhaseEstimationNearest

noncomputable section
```

The amplitude α(d) is `amplitude N d`, with a real offset `d` measured in full turns.

```lean
/-- The amplitude `(1/N) ∑ exp(2πi j d)` over `j < N`, for a phase offset `d` and `N ≥ 1`. -/
def amplitude (N : ℕ) (d : ℝ) : ℂ :=
  1 / (N : ℂ) * ∑ j ∈ Finset.range N, Complex.exp (2 * π * Complex.I * j * d)
```

One definition supplies both the evolved register, at θ = φ, and the Fourier basis states, at θ = k/N. The index type `Fin N` holds the integers 0, …, N−1, and N need not be a power of two.

```lean
/-- The register state with entries `exp(2πi j θ)/√N`, for `N ≥ 1`;
at `θ = k/N` it is the `k`-th Fourier basis state. -/
def phaseState (N : ℕ) (θ : ℝ) : Fin N → ℂ :=
  fun j => Complex.exp (2 * π * Complex.I * (j : ℕ) * θ) / ((√(N : ℝ) : ℝ) : ℂ)
```

The readout probability is the squared modulus of an inner product, with `star` conjugating the first vector. The Born rule enters here as a definition. The circuit that prepares the register and performs the Fourier measurement is not modelled, nor are noise, errors in the evolution, or superpositions of eigenstates.

```lean
/-- The Born probability of finding the register with phase `φ` in the `k`-th Fourier
basis state. -/
def readProb (N : ℕ) (φ : ℝ) (k : Fin N) : ℝ :=
  ‖star (phaseState N ((k : ℕ) / (N : ℝ))) ⬝ᵥ phaseState N φ‖ ^ 2
```

The sum C(h) is `centredSum N h`.

```lean
/-- The sum of the cosines of `N` angles with spacing `2h`, centred at zero. -/
def centredSum (N : ℕ) (h : ℝ) : ℝ :=
  ∑ j ∈ Finset.range N, Real.cos ((2 * (j : ℝ) - ((N : ℝ) - 1)) * h)
```

## Overlap, centring and telescoping

The first lemma identifies the overlap with α at the phase difference. It compares the sums term by term: conjugation reverses the sign of one exponent, and the two factors √N multiply to N.

```lean
/-- The overlap of two register states is the amplitude at the difference of their phases. -/
theorem overlap_eq_amplitude (N : ℕ) (θ φ : ℝ) :
    star (phaseState N θ) ⬝ᵥ phaseState N φ = amplitude N (φ - θ) := by
  have hs : ((√(N : ℝ) : ℝ) : ℂ) * ((√(N : ℝ) : ℝ) : ℂ) = (N : ℂ) := by
    rw [← Complex.ofReal_mul, Real.mul_self_sqrt (Nat.cast_nonneg N), Complex.ofReal_natCast]
  rw [amplitude, Finset.sum_range, Finset.mul_sum, dotProduct]
  refine Finset.sum_congr rfl fun j _ => ?_
  simp only [Pi.star_apply, phaseState, Complex.star_def, map_div₀, Complex.conj_ofReal,
    ← Complex.exp_conj, map_mul, Complex.conj_I, map_natCast, map_ofNat]
  rw [div_mul_div_comm, ← Complex.exp_add, hs, div_eq_mul_one_div, mul_comm]
  congr 2
  push_cast
  ring
```

The sines cancel by reflection. In the proof, `h1` says that replacing j by N−1−j leaves the sum unchanged, and `h2` says that it reverses the sign. A number equal to its own negative is zero.

```lean
/-- The sines of the centred angles cancel in pairs. -/
theorem sum_centred_sin (N : ℕ) (h : ℝ) :
    ∑ j ∈ Finset.range N, Real.sin ((2 * (j : ℝ) - ((N : ℝ) - 1)) * h) = 0 := by
  have h1 : ∑ j ∈ Finset.range N, Real.sin ((2 * ((N - 1 - j : ℕ) : ℝ) - ((N : ℝ) - 1)) * h)
      = ∑ j ∈ Finset.range N, Real.sin ((2 * (j : ℝ) - ((N : ℝ) - 1)) * h) :=
    Finset.sum_range_reflect
      (fun j : ℕ => Real.sin ((2 * (j : ℝ) - ((N : ℝ) - 1)) * h)) N
  have h2 : ∑ j ∈ Finset.range N, Real.sin ((2 * ((N - 1 - j : ℕ) : ℝ) - ((N : ℝ) - 1)) * h)
      = -∑ j ∈ Finset.range N, Real.sin ((2 * (j : ℝ) - ((N : ℝ) - 1)) * h) := by
    rw [← Finset.sum_neg_distrib]
    refine Finset.sum_congr rfl fun j hj => ?_
    have hj' := Finset.mem_range.mp hj
    obtain ⟨m, hm⟩ : ∃ m : ℕ, m = N - 1 - j := ⟨_, rfl⟩
    have hn : m + j + 1 = N := by omega
    have hc : (N : ℝ) = m + j + 1 := by exact_mod_cast hn.symm
    rw [← hm, ← Real.sin_neg, hc]
    congr 1
    ring
  linarith
```

Next comes |α(d)| = |C(πd)|/N. Here `hexp` splits off the global phase from each term, and `hsum` adds the terms and removes the sines. The global phase has modulus one.

```lean
/-- Up to a global phase, the amplitude is the mean of the centred cosines. -/
theorem norm_amplitude (N : ℕ) (d : ℝ) :
    ‖amplitude N d‖ = |centredSum N (π * d)| / N := by
  have hexp : ∀ j : ℕ, Complex.exp (2 * π * Complex.I * j * d)
      = Complex.exp (((((N : ℝ) - 1) * (π * d) : ℝ) : ℂ) * Complex.I) *
        (((Real.cos ((2 * (j : ℝ) - ((N : ℝ) - 1)) * (π * d)) : ℝ) : ℂ)
        + ((Real.sin ((2 * (j : ℝ) - ((N : ℝ) - 1)) * (π * d)) : ℝ) : ℂ) * Complex.I) := by
    intro j
    rw [Complex.ofReal_cos, Complex.ofReal_sin, ← Complex.exp_mul_I, ← Complex.exp_add]
    congr 1
    push_cast
    ring
  have hsum : ∑ j ∈ Finset.range N, Complex.exp (2 * π * Complex.I * j * d)
      = Complex.exp (((((N : ℝ) - 1) * (π * d) : ℝ) : ℂ) * Complex.I) *
        ((centredSum N (π * d) : ℝ) : ℂ) := by
    rw [Finset.sum_congr rfl (fun j _ => hexp j), ← Finset.mul_sum, Finset.sum_add_distrib,
      ← Finset.sum_mul, ← Complex.ofReal_sum, ← Complex.ofReal_sum, sum_centred_sin,
      Complex.ofReal_zero, zero_mul, add_zero, centredSum]
  rw [amplitude, hsum, norm_mul, norm_mul, Complex.norm_exp_ofReal_mul_I, one_mul,
    Complex.norm_real, Real.norm_eq_abs, norm_div, norm_one, Complex.norm_natCast]
  ring
```

The telescoping identity is proved by induction. Since N appears both as the number of terms and inside each cosine, `key` first replaces the inner N−1 by a fixed number `a` and lets the number of terms `n` grow. Setting `a` to N−1 and `n` to N turns both sines on the right into sin(Nh).

```lean
/-- Multiplying the centred cosine sum by `sin h` makes it telescope to `sin (N h)`. -/
theorem sin_mul_centredSum (N : ℕ) (h : ℝ) :
    Real.sin h * centredSum N h = Real.sin (N * h) := by
  have key : ∀ (a : ℝ) (n : ℕ),
      Real.sin h * ∑ j ∈ Finset.range n, Real.cos ((2 * (j : ℝ) - a) * h)
        = (Real.sin ((2 * (n : ℝ) - a) * h - h) + Real.sin ((1 + a) * h)) / 2 := by
    intro a n
    induction n with
    | zero =>
      have e : (2 * ((0 : ℕ) : ℝ) - a) * h - h = -((1 + a) * h) := by
        push_cast
        ring
      rw [e, Real.sin_neg, Finset.sum_range_zero]
      ring
    | succ n ih =>
      have e : (2 * ((n + 1 : ℕ) : ℝ) - a) * h - h = (2 * (n : ℝ) - a) * h + h := by
        push_cast
        ring
      rw [Finset.sum_range_succ, mul_add, ih, e, Real.sin_add, Real.sin_sub]
      ring
  have e1 : (2 * (N : ℝ) - ((N : ℝ) - 1)) * h - h = N * h := by ring
  have e2 : (1 + ((N : ℝ) - 1)) * h = N * h := by ring
  rw [centredSum, key, e1, e2]
  ring
```

## The lower bound and the nearest outcome

The inequality for C follows the derivation above, with h = 0 as a separate case. For h > 0, `hC` is the positivity of C, `hj` is Jordan's inequality, and `hu` is sin h ≤ h multiplied by C. The common factor h is then cancelled.

```lean
/-- If `N ≥ 1`, `h ≥ 0` and `N h ≤ π/2`, the mean of the centred cosines is at least `2/π`. -/
theorem centredSum_lower {N : ℕ} (hN : 0 < N) {h : ℝ} (h0 : 0 ≤ h) (hh : N * h ≤ π / 2) :
    2 / π * N ≤ centredSum N h := by
  have hN1 : (1 : ℝ) ≤ N := by exact_mod_cast hN
  rcases h0.eq_or_lt with rfl | hpos
  · have e : centredSum N 0 = N := by simp [centredSum]
    have h2 : 2 / π ≤ 1 := (div_le_one Real.pi_pos).2 Real.two_le_pi
    rw [e]
    nlinarith
  · have hNh : 0 < N * h := by positivity
    have hle : h ≤ N * h := by nlinarith
    have hs : 0 < Real.sin h := Real.sin_pos_of_pos_of_lt_pi hpos (by linarith [Real.pi_pos])
    have hS : 0 < Real.sin (N * h) :=
      Real.sin_pos_of_pos_of_lt_pi hNh (by linarith [Real.pi_pos])
    have ht := sin_mul_centredSum N h
    have hC : 0 < centredSum N h := (mul_pos_iff_of_pos_left hs).1 (by rw [ht]; exact hS)
    -- Jordan's inequality at `N h`, and `sin h ≤ h`
    have hj := Real.mul_le_sin hNh.le hh
    have hu := mul_le_mul_of_nonneg_right (Real.sin_le hpos.le) hC.le
    refine le_of_mul_le_mul_left ?_ hpos
    calc h * (2 / π * N) = 2 / π * (N * h) := by ring
      _ ≤ h * centredSum N h := by linarith
```

The main theorem reads: if N is positive and |d| ≤ 1/(2N), then 4/π² ≤ |α(d)|². The step `hsymm` replaces d by |d| using the evenness of the cosine, `h2` converts the hypothesis into Nh ≤ π/2, and `h3` is the bound before squaring.

```lean
/-- For `N ≥ 1` and a phase offset of at most half a grid spacing, `|d| ≤ 1/(2N)`, the squared
modulus of the amplitude is at least `4/π²`. -/
theorem four_div_pi_sq_le {N : ℕ} (hN : 0 < N) {d : ℝ} (hd : |d| ≤ 1 / (2 * N)) :
    4 / π ^ 2 ≤ ‖amplitude N d‖ ^ 2 := by
  have hN0 : (0 : ℝ) < N := by exact_mod_cast hN
  have hsymm : centredSum N (π * d) = centredSum N (π * |d|) := by
    rcases abs_choice d with h | h
    · rw [h]
    · rw [h, centredSum, centredSum]
      refine Finset.sum_congr rfl fun j _ => ?_
      rw [← Real.cos_neg]
      congr 1
      ring
  have h1 : |d| * (2 * N) ≤ 1 := (le_div_iff₀ (by positivity)).1 hd
  have h2 : N * (π * |d|) ≤ π / 2 := by
    have := mul_le_mul_of_nonneg_left h1 Real.pi_pos.le
    linarith
  have h3 : 2 / π ≤ ‖amplitude N d‖ := by
    rw [norm_amplitude, hsymm, le_div_iff₀ hN0]
    exact (centredSum_lower hN (by positivity) h2).trans (le_abs_self _)
  calc 4 / π ^ 2 = (2 / π) ^ 2 := by ring
    _ ≤ ‖amplitude N d‖ ^ 2 := pow_le_pow_left₀ (by positivity) h3 2
```

The next theorem turns this into a statement about measurement. For every real φ there are an outcome `k` and an integer `m` such that φ − k/N − m is at most 1/(2N) in size, and `k` is read with probability at least 4/π². As grid phases are 1/N apart, none is closer to φ modulo 1, though at a midpoint another may be equally close. The proof rounds φN, takes the remainder modulo N, and uses `hper` for the invariance of α under integer shifts.

```lean
/-- For every phase `φ` and `N ≥ 1` there is a grid phase `k/N` within `1/(2N)` of `φ`
modulo 1 that is read with probability at least `4/π²`. -/
theorem exists_nearest_readout {N : ℕ} (hN : 0 < N) (φ : ℝ) :
    ∃ (k : Fin N) (m : ℤ), |φ - (k : ℕ) / (N : ℝ) - m| ≤ 1 / (2 * N) ∧
      4 / π ^ 2 ≤ readProb N φ k := by
  have hN0 : (N : ℝ) ≠ 0 := by exact_mod_cast hN.ne'
  have hNz : (0 : ℤ) < N := by exact_mod_cast hN
  -- round `φ N` to an integer `z` and reduce it modulo `N`
  have hr := abs_sub_round (φ * N)
  generalize round (φ * N) = z at hr
  obtain ⟨k, hk⟩ := Int.eq_ofNat_of_zero_le (Int.emod_nonneg z hNz.ne')
  have hlt : k < N := by
    have := Int.emod_lt_of_pos z hNz
    rw [hk] at this
    exact_mod_cast this
  obtain ⟨m, hm⟩ : ∃ m : ℤ, z = k + N * m := by
    refine ⟨z / N, ?_⟩
    have := Int.emod_def z N
    linarith
  have hz : (z : ℝ) = k + N * m := by exact_mod_cast hm
  have hnear : |φ - (k : ℝ) / N - m| ≤ 1 / (2 * N) := by
    have e : φ - (k : ℝ) / N - m = (φ * N - z) / N := by
      rw [eq_div_iff hN0, hz, sub_mul, sub_mul, div_mul_cancel₀ _ hN0]
      ring
    rw [e, abs_div, Nat.abs_cast]
    calc |φ * N - z| / (N : ℝ) ≤ (1 / 2) / N := by gcongr
      _ = 1 / (2 * N) := by ring
  refine ⟨⟨k, hlt⟩, m, hnear, ?_⟩
  -- an integer shift of the phase leaves the amplitude unchanged
  have hper : amplitude N (φ - (k : ℝ) / N - m) = amplitude N (φ - (k : ℝ) / N) := by
    rw [amplitude, amplitude]
    congr 1
    refine Finset.sum_congr rfl fun j _ => ?_
    refine Complex.exp_eq_exp_iff_exists_int.2 ⟨-(j * m), ?_⟩
    push_cast
    ring
  rw [readProb, overlap_eq_amplitude, ← hper]
  exact four_div_pi_sq_le hN hnear
```

The last theorem is the midpoint limit. Mathlib's `Real.sinc` is sin(x)/x, extended by the value 1 at zero, and its continuity gives the limit of sin h/h. For positive N, `hC` records sin h · C(h) = 1, from which the squared modulus is rewritten as (2/π)² divided by the square of sinc h.

```lean
/-- Midway between two grid phases, the squared modulus of the amplitude tends to `4/π²`
as `N` grows. -/
theorem tendsto_midpoint :
    Tendsto (fun N : ℕ => ‖amplitude N (1 / (2 * N))‖ ^ 2) atTop (𝓝 (4 / π ^ 2)) := by
  have h0 : Tendsto (fun N : ℕ => π / 2 * (1 / (N : ℝ))) atTop (𝓝 (π / 2 * 0)) :=
    tendsto_one_div_atTop_nhds_zero_nat.const_mul _
  rw [mul_zero] at h0
  have h1 : Tendsto (fun N : ℕ => π * (1 / (2 * (N : ℝ)))) atTop (𝓝 0) :=
    h0.congr fun N => by ring
  have h2 : Tendsto (fun N : ℕ => Real.sinc (π * (1 / (2 * (N : ℝ))))) atTop (𝓝 1) := by
    have := (Real.continuous_sinc.tendsto 0).comp h1
    rw [Real.sinc_zero] at this
    exact this
  have h3 : Tendsto (fun N : ℕ => (2 / π / Real.sinc (π * (1 / (2 * (N : ℝ))))) ^ 2) atTop
      (𝓝 ((2 / π / 1) ^ 2)) := (tendsto_const_nhds.div h2 one_ne_zero).pow 2
  have e : (2 / π / 1) ^ 2 = 4 / π ^ 2 := by ring
  rw [e] at h3
  refine h3.congr' ?_
  filter_upwards [eventually_gt_atTop 0] with N hN
  have hN0 : (N : ℝ) ≠ 0 := by exact_mod_cast hN.ne'
  have hpi := Real.pi_ne_zero
  have hh : π * (1 / (2 * (N : ℝ))) ≠ 0 := by positivity
  -- at the midpoint the telescoped sum equals `sin (π/2) = 1`
  have hC : Real.sin (π * (1 / (2 * (N : ℝ)))) * centredSum N (π * (1 / (2 * (N : ℝ)))) = 1 := by
    have e1 : (N : ℝ) * (π * (1 / (2 * (N : ℝ)))) = π / 2 := by field_simp
    rw [sin_mul_centredSum, e1, Real.sin_pi_div_two]
  have hs : Real.sin (π * (1 / (2 * (N : ℝ)))) ≠ 0 := left_ne_zero_of_mul_eq_one hC
  have hCe : centredSum N (π * (1 / (2 * (N : ℝ)))) = 1 / Real.sin (π * (1 / (2 * (N : ℝ)))) := by
    rw [eq_div_iff hs, mul_comm]
    exact hC
  rw [norm_amplitude, div_pow |centredSum N _|, sq_abs, hCe, Real.sinc_of_ne_zero hh]
  generalize Real.sin (π * (1 / (2 * (N : ℝ)))) = s at hs
  have e2 : 2 / π / (s / (π * (1 / (2 * (N : ℝ))))) = 1 / s / N := by field_simp
  rw [e2, div_pow (1 / s)]

end

end PhaseEstimationNearest
```

```lean
#print axioms PhaseEstimationNearest.exists_nearest_readout
#print axioms PhaseEstimationNearest.tendsto_midpoint
```

```
'PhaseEstimationNearest.exists_nearest_readout' depends on axioms: [propext, Classical.choice, Quot.sound]
'PhaseEstimationNearest.tendsto_midpoint' depends on axioms: [propext, Classical.choice, Quot.sound]
```
